# The quantum defect of Dirac–Coulomb levels tends to $k-\sqrt{k^2-(Z/c)^2}$

## Why does the shift survive at high excitation?

If I put the integer $n=m+k$ into the nonrelativistic Rydberg formula $-Z^2/(2n^2)$ for a one-electron ion, I get the high levels wrong in a way that doesn't fade. The energy error goes to zero, but the effective quantum number that reproduces the Dirac–Coulomb level stays away from $n$ by a nearly constant amount, however high I go.

Here $m=0,1,2,\dots$ is the radial quantum number, $k=j+\tfrac12$ with $j$ the total angular momentum quantum number, $Z$ is the nuclear charge, $c\approx137$ is the speed of light, and the levels in atomic units are
$$E_m=\frac{c^2}{\sqrt{1+a^2/(m+g)^2}},\qquad a=\frac Zc,\qquad g=\sqrt{k^2-a^2},$$
with $0<a<k$. I define $\nu_m>0$ by $E_m-c^2=-Z^2/(2\nu_m^2)$. I believe that the defect $m+k-\nu_m$ tends to $k-g$, and that this limit lies between $a^2/(2k)$ and $a^2/k$. Can this be derived in full and checked by Lean?

## The defect converges to $k-g$, from below

Yes. The Lean file below proves the limit and both bounds. It also shows that every level's defect is smaller than the limit, and it finds the leading correction.

### From the level formula to the limit

Write $s_m=m+g$ and $r_m=c^2/E_m=\sqrt{1+a^2/s_m^2}$. Since $a<k$, we have $g>0$, so $s_m>0$ even at $m=0$. Therefore $r_m>1$, and squaring gives
$$s_m^2(r_m^2-1)=a^2.$$

Every level thus lies below the rest energy, with $c^2-E_m=c^2(r_m-1)/r_m$. The Rydberg relation then has one positive solution, $\nu_m=Z/\sqrt{2(c^2-E_m)}$, and
$$\nu_m^2=\frac{a^2r_m}{2(r_m-1)}=\frac{s_m^2(r_m^2-1)\,r_m}{2(r_m-1)}=s_m^2\,\frac{r_m(r_m+1)}2.$$

So $\nu_m=s_mq_m$ with $q_m=\sqrt{r_m(r_m+1)/2}>1$. The defect is
$$m+k-\nu_m=(k-g)-(\nu_m-s_m),$$
which is smaller than $k-g$ because $\nu_m>s_m$.

It remains to see how fast $\nu_m-s_m$ vanishes. From $q_m^2-1=(r_m-1)(r_m+2)/2$ and $s_m^2(r_m-1)=a^2/(r_m+1)$,
$$s_m(\nu_m-s_m)=s_m^2\,\frac{q_m^2-1}{q_m+1}=\frac{a^2(r_m+2)}{2(r_m+1)(q_m+1)}.$$

As $m\to\infty$, $s_m\to\infty$, so $r_m\to1$ and $q_m\to1$. The right-hand side tends to $3a^2/8$. Dividing by $s_m$ gives $\nu_m-s_m\to0$, and the defect tends to $k-g$.

For the bounds, $(k-g)(k+g)=a^2$, so $k-g=a^2/(k+g)$. Since $0<g<k$, the denominator lies strictly between $k$ and $2k$, which gives
$$\frac{a^2}{2k}<k-g<\frac{a^2}{k}.$$

### A heavy ion with $Z/c=3/5$ and $k=1$

The ratio is rounded for easy arithmetic: no integer $Z$ gives exactly $3/5$, but lead, with $Z=82$, has $Z/c\approx0.598$. Here $g=4/5$, so the limiting defect is $0.2$, between the bounds $0.18$ and $0.36$.

- At $m=0$, $r_0=5/4$ and $\nu_0^2=0.9$, so the defect is $1-\sqrt{0.9}\approx0.051$.
- At $m=1$, $r_1=\sqrt{10/9}$ and $\nu_1\approx1.873$, so the defect is about $0.127$.
- At $m=10$, the leading correction predicts $0.2-0.135/10.8=0.1875$, which agrees with the full formula to four decimals.

### What the Lean statements say

The parameters `Z`, `c` and `k` are real numbers, and `m` is a natural number starting at zero. The hypotheses `0 < Z`, `0 < c` and `Z / c < k` describe an attractive nucleus that is weak enough for $g$ to be real and positive. For $k=1$ the last one reads $Z<c$. Physical values of $k$ are positive integers, but the theorems hold for every real $k$ above $Z/c$.

The definitions correspond to the symbols above:

- `radialExponent` is $g$, and `energyRatio` is $r_m$.
- `level` is $E_m$ in atomic units, with the rest energy $c^2$ included.
- `effNumber` is $\nu_m$, given by its explicit formula. `rydberg_iff` shows that a positive number solves the Rydberg relation exactly when it equals `effNumber`.
- `defect` is $m+k-\nu_m$, measured from the principal quantum number $n=m+k$.

In `quantum_defect_limit`, `Tendsto ... atTop (𝓝 ...)` is ordinary convergence as $m\to\infty$, and the other two parts are the strict bounds.

The level formula enters as a definition and is not derived from the Dirac equation. It describes one electron in the field of a fixed point nucleus, without radiative corrections. The defect here is purely relativistic, unlike that of an alkali atom, which comes mainly from the core electrons. If a four-component code is run on this one-electron model, the level formula itself is the exact reference, and the limit gives the defect that the high levels should approach. In such a comparison, the first value of $m$ depends on the orbital angular momentum $l$ of the large component: it is $0$ for $l=j-\tfrac12$ (such as $s_{1/2}$ and $p_{3/2}$) and $1$ for $l=j+\tfrac12$ (such as $p_{1/2}$).

```lean
import Mathlib

open Filter Topology

namespace DiracCoulombQuantumDefect

noncomputable section

/-- The relativistic radial exponent `g = √(k² - (Z/c)²)`, for `c ≠ 0` and `|Z/c| ≤ |k|`. -/
def radialExponent (Z c k : ℝ) : ℝ := Real.sqrt (k ^ 2 - (Z / c) ^ 2)

/-- The ratio `√(1 + (Z/c)² / (m + g)²)` of the rest energy to the energy of level `m`, for
`0 < Z/c < k` with `c > 0`. -/
def energyRatio (Z c k : ℝ) (m : ℕ) : ℝ :=
  Real.sqrt (1 + (Z / c) ^ 2 / ((m : ℝ) + radialExponent Z c k) ^ 2)

/-- The Dirac-Coulomb level `E_m = c² / √(1 + (Z/c)² / (m + g)²)` in atomic units, rest energy
included, for `0 < Z/c < k` with `c > 0`. -/
def level (Z c k : ℝ) (m : ℕ) : ℝ := c ^ 2 / energyRatio Z c k m

/-- The effective quantum number `ν_m = Z / √(2 (c² - E_m))`, for `0 < Z/c < k` with `c > 0`. -/
def effNumber (Z c k : ℝ) (m : ℕ) : ℝ := Z / Real.sqrt (2 * (c ^ 2 - level Z c k m))

/-- The quantum defect `m + k - ν_m` of level `m`, for `0 < Z/c < k` with `c > 0`. -/
def defect (Z c k : ℝ) (m : ℕ) : ℝ := (m : ℝ) + k - effNumber Z c k m

variable {Z c k : ℝ}

/-- For `0 < Z/c < k` with `c > 0` the radial exponent is positive. -/
theorem radialExponent_pos (hZ : 0 < Z) (hc : 0 < c) (hk : Z / c < k) :
    0 < radialExponent Z c k := by
  have ha : 0 < Z / c := div_pos hZ hc
  apply Real.sqrt_pos.mpr
  nlinarith [mul_pos (sub_pos.mpr hk) (add_pos ha (ha.trans hk))]

/-- For `0 < Z/c < k` with `c > 0` the ratio `r` of rest energy to level energy exceeds one
and satisfies `(m + g)² (r² - 1) = (Z/c)²`. -/
theorem energyRatio_spec (hZ : 0 < Z) (hc : 0 < c) (hk : Z / c < k) (m : ℕ) :
    1 < energyRatio Z c k m ∧
      ((m : ℝ) + radialExponent Z c k) ^ 2 * (energyRatio Z c k m ^ 2 - 1) = (Z / c) ^ 2 := by
  have hg := radialExponent_pos hZ hc hk
  have hs : 0 < (m : ℝ) + radialExponent Z c k := by positivity
  have hp : 0 < (Z / c) ^ 2 / ((m : ℝ) + radialExponent Z c k) ^ 2 := by positivity
  have h0 : 0 ≤ energyRatio Z c k m := Real.sqrt_nonneg _
  have h : energyRatio Z c k m ^ 2
      = 1 + (Z / c) ^ 2 / ((m : ℝ) + radialExponent Z c k) ^ 2 :=
    Real.sq_sqrt (by positivity)
  refine ⟨by nlinarith, ?_⟩
  have h2 : energyRatio Z c k m ^ 2 - 1
      = (Z / c) ^ 2 / ((m : ℝ) + radialExponent Z c k) ^ 2 := by linarith
  rw [eq_div_iff (pow_pos hs 2).ne'] at h2
  linarith

/-- For `0 < Z/c < k` with `c > 0` every level lies below the rest energy. -/
theorem level_lt_rest (hZ : 0 < Z) (hc : 0 < c) (hk : Z / c < k) (m : ℕ) :
    level Z c k m < c ^ 2 :=
  div_lt_self (by positivity) (energyRatio_spec hZ hc hk m).1

/-- For `0 < Z/c < k` with `c > 0`, a positive `ν` satisfies the Rydberg relation
`E_m - c² = -Z² / (2 ν²)` exactly when it is the effective quantum number of level `m`. -/
theorem rydberg_iff (hZ : 0 < Z) (hc : 0 < c) (hk : Z / c < k) (m : ℕ) {ν : ℝ} (hν : 0 < ν) :
    level Z c k m - c ^ 2 = -Z ^ 2 / (2 * ν ^ 2) ↔ ν = effNumber Z c k m := by
  have hG : 0 < 2 * (c ^ 2 - level Z c k m) := by linarith [level_lt_rest hZ hc hk m]
  have hn0 : 0 < effNumber Z c k m := div_pos hZ (Real.sqrt_pos.mpr hG)
  have hn : effNumber Z c k m ^ 2 * (2 * (c ^ 2 - level Z c k m)) = Z ^ 2 := by
    rw [effNumber, div_pow, Real.sq_sqrt hG.le]
    exact ((div_eq_iff hG.ne').mp rfl).symm
  have hν2 : 2 * ν ^ 2 ≠ 0 := by positivity
  rw [eq_div_iff hν2]
  constructor
  · intro h
    have h2 : ν ^ 2 = effNumber Z c k m ^ 2 := by
      apply mul_right_cancel₀ hG.ne'
      linear_combination -h - hn
    exact (sq_eq_sq₀ hν.le hn0.le).mp h2
  · intro h
    rw [h]
    linear_combination -hn

/-- For `0 < Z/c < k` with `c > 0` the effective quantum number is
`ν_m = (m + g) √(r (r + 1) / 2)`, where `r` is the ratio of rest energy to level energy. -/
theorem effNumber_eq (hZ : 0 < Z) (hc : 0 < c) (hk : Z / c < k) (m : ℕ) :
    effNumber Z c k m = ((m : ℝ) + radialExponent Z c k) *
      Real.sqrt (energyRatio Z c k m * (energyRatio Z c k m + 1) / 2) := by
  obtain ⟨hr1, hs2⟩ := energyRatio_spec hZ hc hk m
  have hg := radialExponent_pos hZ hc hk
  have hr : 0 < energyRatio Z c k m := by linarith
  have hs : 0 < (m : ℝ) + radialExponent Z c k := by positivity
  have hq := Real.sq_sqrt
    (show 0 ≤ energyRatio Z c k m * (energyRatio Z c k m + 1) / 2 by positivity)
  have hE : level Z c k m * energyRatio Z c k m = c ^ 2 :=
    ((div_eq_iff hr.ne').mp rfl).symm
  have hZ2 : Z ^ 2 = (Z / c) ^ 2 * c ^ 2 := by
    rw [div_pow]
    exact (div_eq_iff (pow_pos hc 2).ne').mp rfl
  -- the closed form solves the Rydberg relation, whose positive solution is unique
  symm
  rw [← rydberg_iff hZ hc hk m (by positivity), eq_div_iff (by positivity), mul_pow, hq]
  linear_combination ((m : ℝ) + radialExponent Z c k) ^ 2 * (energyRatio Z c k m + 1) * hE
    - c ^ 2 * hs2 + hZ2

/-- For `0 < Z/c < k` with `c > 0` the quantum defect of every level is smaller than `k - g`. -/
theorem defect_lt (hZ : 0 < Z) (hc : 0 < c) (hk : Z / c < k) (m : ℕ) :
    defect Z c k m < k - radialExponent Z c k := by
  have hr := (energyRatio_spec hZ hc hk m).1
  have hg := radialExponent_pos hZ hc hk
  have hs : 0 < (m : ℝ) + radialExponent Z c k := by positivity
  have hq : 1 < Real.sqrt (energyRatio Z c k m * (energyRatio Z c k m + 1) / 2) := by
    rw [Real.lt_sqrt zero_le_one]
    nlinarith
  rw [defect, effNumber_eq hZ hc hk m]
  nlinarith [mul_pos hs (sub_pos.mpr hq)]

/-- For `0 < Z/c < k` with `c > 0`, the amount by which the quantum defect falls short of `k - g`,
multiplied by `m + g`, tends to `3 (Z/c)² / 8` as `m` tends to infinity. -/
theorem defect_correction (hZ : 0 < Z) (hc : 0 < c) (hk : Z / c < k) :
    Tendsto (fun m : ℕ => ((m : ℝ) + radialExponent Z c k) *
      (k - radialExponent Z c k - defect Z c k m)) atTop (𝓝 (3 / 8 * (Z / c) ^ 2)) := by
  have hs : Tendsto (fun m : ℕ => (m : ℝ) + radialExponent Z c k) atTop atTop :=
    tendsto_atTop_add_const_right atTop _ tendsto_natCast_atTop_atTop
  -- high levels approach the rest energy
  have hr : Tendsto (energyRatio Z c k) atTop (𝓝 1) := by
    have h1 : Tendsto (fun m : ℕ => (Z / c) ^ 2 / ((m : ℝ) + radialExponent Z c k) ^ 2)
        atTop (𝓝 0) :=
      tendsto_const_nhds.div_atTop ((tendsto_pow_atTop two_ne_zero).comp hs)
    have h2 := (h1.const_add 1).sqrt
    rw [add_zero, Real.sqrt_one] at h2
    exact h2
  -- the scaled deviation is a continuous function of the energy ratio
  have hF : ContinuousAt (fun r : ℝ => (Z / c) ^ 2 * (r + 2) /
      (2 * (r + 1) * (Real.sqrt (r * (r + 1) / 2) + 1))) 1 := by
    refine ContinuousAt.div (by fun_prop) (by fun_prop) ?_
    positivity
  have hv : (Z / c) ^ 2 * (1 + 2) / (2 * (1 + 1) * (Real.sqrt (1 * (1 + 1) / 2) + 1))
      = 3 / 8 * (Z / c) ^ 2 := by
    rw [show (1 : ℝ) * (1 + 1) / 2 = 1 by norm_num, Real.sqrt_one]
    ring
  rw [← hv]
  refine (hF.tendsto.comp hr).congr (fun m => ?_)
  obtain ⟨hr1, hs2⟩ := energyRatio_spec hZ hc hk m
  have hr0 : 0 < energyRatio Z c k m := by linarith
  have hq := Real.sq_sqrt
    (show 0 ≤ energyRatio Z c k m * (energyRatio Z c k m + 1) / 2 by positivity)
  rw [Function.comp_apply, div_eq_iff (by positivity), defect, effNumber_eq hZ hc hk m]
  linear_combination -(energyRatio Z c k m + 2) * hs2
    - 2 * ((m : ℝ) + radialExponent Z c k) ^ 2 * (energyRatio Z c k m + 1) * hq

/-- For `0 < Z/c < k` with `c > 0`, the quantum defect `m + k - ν_m` of the Dirac-Coulomb levels
tends to `k - g` as `m` tends to infinity, and this limit lies strictly between
`(Z/c)² / (2k)` and `(Z/c)² / k`. -/
theorem quantum_defect_limit (hZ : 0 < Z) (hc : 0 < c) (hk : Z / c < k) :
    Tendsto (defect Z c k) atTop (𝓝 (k - radialExponent Z c k)) ∧
      (Z / c) ^ 2 / (2 * k) < k - radialExponent Z c k ∧
      k - radialExponent Z c k < (Z / c) ^ 2 / k := by
  have ha : 0 < Z / c := div_pos hZ hc
  have hk0 : 0 < k := ha.trans hk
  have hg := radialExponent_pos hZ hc hk
  have hg2 : radialExponent Z c k ^ 2 = k ^ 2 - (Z / c) ^ 2 :=
    Real.sq_sqrt (Real.sqrt_pos.mp hg).le
  have hgk : radialExponent Z c k < k := by
    have ha2 : 0 < (Z / c) ^ 2 := by positivity
    by_contra h
    nlinarith [mul_nonneg (sub_nonneg.mpr (not_lt.mp h)) (add_pos hg hk0).le]
  refine ⟨?_, ?_, ?_⟩
  · -- the scaled deviation is bounded, so the deviation itself vanishes
    have hs : Tendsto (fun m : ℕ => (m : ℝ) + radialExponent Z c k) atTop atTop :=
      tendsto_atTop_add_const_right atTop _ tendsto_natCast_atTop_atTop
    have h := ((defect_correction hZ hc hk).div_atTop hs).const_sub (k - radialExponent Z c k)
    rw [sub_zero] at h
    refine h.congr (fun m => ?_)
    have hm : (m : ℝ) + radialExponent Z c k ≠ 0 := by positivity
    rw [mul_div_cancel_left₀ _ hm]
    ring
  · rw [div_lt_iff₀ (by positivity)]
    nlinarith [mul_pos (sub_pos.mpr hgk) (sub_pos.mpr hgk)]
  · rw [lt_div_iff₀ hk0]
    nlinarith [mul_pos (sub_pos.mpr hgk) hg]

end

end DiracCoulombQuantumDefect
```

```lean
#print axioms DiracCoulombQuantumDefect.defect_lt
#print axioms DiracCoulombQuantumDefect.quantum_defect_limit
```

```
'DiracCoulombQuantumDefect.defect_lt' depends on axioms: [propext, Classical.choice, Quot.sound]
'DiracCoulombQuantumDefect.quantum_defect_limit' depends on axioms: [propext, Classical.choice, Quot.sound]
```

### How the lemmas carry the argument

`radialExponent_pos` obtains $g>0$ from $(k-a)(k+a)>0$. `energyRatio_spec` squares the root and clears the denominator, which gives $r_m>1$ and $s_m^2(r_m^2-1)=a^2$. `level_lt_rest` then follows because dividing $c^2$ by a number above one makes it smaller.

`rydberg_iff` uses the positive gap $2(c^2-E_m)$. If $\nu$ solves the relation, then $\nu^2$ and $\nu_m^2$ give the same product with this gap. Cancelling it leaves equal squares of positive numbers, so the numbers agree. The converse is a substitution.

`effNumber_eq` reaches the closed form by a slightly different route from the derivation above. It checks that $s_mq_m$ satisfies the Rydberg relation and then appeals to uniqueness. The `linear_combination` step combines $E_mr_m=c^2$, the identity for $s_m^2(r_m^2-1)$ and $Z^2=a^2c^2$. `defect_lt` then needs only $q_m>1$.

`defect_correction` first proves $s_m\to\infty$ and $r_m\to1$. The fraction found above for $s_m(\nu_m-s_m)$ is treated as a function of $r$, shown to be continuous at $r=1$ (`hF`) and evaluated there as $3a^2/8$ (`hv`). The closing `linear_combination` verifies that this fraction equals $s_m$ times the amount by which the defect falls short of $k-g$, at each $m$.

Finally, `quantum_defect_limit` divides that convergent quantity by $s_m$ using `div_atTop` and subtracts the result from $k-g$. For the bounds, `nlinarith` works from $g^2=k^2-a^2$. The lower bound reduces to $(k-g)^2>0$ and the upper one to $g(k-g)>0$.
